# How far the lowest $0^+$ level of $\pi^2$ lies below $\Omega=1$ in a two-parameter spin–orbit model

Two electrons in the $\pi$ shell of a heavy diatomic molecule form a $^3\Sigma^-$ term, and spin–orbit coupling pushes its $\Omega=0^+$ component below its $\Omega=1$ component; the question is by how much. The molecule is represented here by a real $2\times2$ matrix for $\Omega=0^+$, written in the basis of the closed pairs $(\pi_{1/2})^2$ and $(\pi_{3/2})^2$, and by a single number for $\Omega=1$. Each of the labels $\pi_{1/2}$ and $\pi_{3/2}$ stands for two degenerate spinors, a Kramers pair, and a closed pair has one electron in each of the two. Two parameters enter. The spin–orbit parameter $z>0$, often written $\zeta$, is the splitting between the spinors $\pi_{1/2}$ and $\pi_{3/2}$. The repulsion parameter $D>0$ is the separation of $^1\Sigma^+$ from $^3\Sigma^-$ without spin–orbit coupling; it is neither a dissociation energy nor the zero-field splitting parameter that spin Hamiltonians also call $D$.

The lowest $0^+$ level then lies a depth $x$ below the $\Omega=1$ level, where

$$\frac{z^2}{D}-\frac{z^4}{D^3}<x<\min\left(z,\frac{z^2}{D}\right),$$

and $x-z+D/2\to0$ as $z\to\infty$ at fixed $D$.

## From spinor pairs to a quadratic equation

The spinors have energies $-z/2$ and $z/2$, so the closed pairs $(\pi_{1/2})^2$ and $(\pi_{3/2})^2$ have spin–orbit energies $-z$ and $z$. The $\Omega=1$ level has one electron in each kind of spinor, and its spin–orbit energy is zero. It belongs to $^3\Sigma^-$, whose repulsion energy is the zero of the scale.

In the basis of closed pairs, with a suitable choice of phases, the two terms are

$$t=\tfrac1{\sqrt2}(1,1)\ \ (^3\Sigma^-),\qquad s=\tfrac1{\sqrt2}(-1,1)\ \ (^1\Sigma^+).$$

The repulsion is $0$ on $t$ and $D$ on $s$, so its matrix is $D\,ss^T$, and the Hamiltonian is

$$H=\begin{pmatrix}-z&0\\0&z\end{pmatrix}+\frac D2\begin{pmatrix}1&-1\\-1&1\end{pmatrix}.$$

Direct multiplication gives $Ht=zs$ and $Hs=zt+Ds$. Since $t$ and $s$ are orthonormal, $H$ becomes $\begin{pmatrix}0&z\\z&D\end{pmatrix}$ in the term basis. Its secular equation is

$$(-E)(D-E)-z^2=E^2-DE-z^2=0.$$

Put $x=\sqrt{z^2+D^2/4}-D/2$. Squaring $x+D/2$ gives $x^2+Dx=z^2$, and therefore

$$E^2-DE-z^2=(E+x)(E-D-x).$$

The levels are $-x$ and $D+x$. Because $2x+D\ge0$, the lower one is $-x$.

**Weak coupling.** The square root exceeds $D/2$, so $x>0$. In $x^2+Dx=z^2$ both terms on the left are positive, hence $x^2<z^2$ and $Dx<z^2$. These give $x<z$ and $x<z^2/D$. Inserting the second bound into $x=z^2/D-x^2/D$ yields $x>z^2/D-z^4/D^3$. The leading value $z^2/D$ is that of second-order perturbation theory.

**Strong coupling.** Let $r=x+D/2$, so that $r\ge0$ and $r^2=z^2+D^2/4$. Then $r\ge z$. Expanding $(r-z)^2\ge0$ gives $2rz\le r^2+z^2=2z^2+D^2/4$, and so

$$0\le r-z=x-z+\frac D2\le\frac{D^2}{8z}.$$

The right-hand side tends to zero. The lowest level thus approaches $-z+D/2$, the energy of the pure pair $(\pi_{1/2})^2$.

**A numerical instance.** For $D=3$ and $z=2$, in any common energy unit, $x=\sqrt{6.25}-1.5=1$ and the levels are $-1$ and $4$. The bounds read $20/27<1<4/3$. The strong-coupling remainder is $0.5$, below $D^2/(8z)=0.5625$. The normalised lower eigenvector is $(3,1)/\sqrt{10}$ in the spinor pairs, which is 90% $(\pi_{1/2})^2$.

## Energies and matrices in Lean

```lean
import Mathlib

open Matrix Filter Topology

namespace PiSquaredSpinors

noncomputable section
```

The spinor energies are functions of the real number `z`.

```lean
/-- Spin-orbit energy of one electron in the spinor `π₁/₂`. -/
def eHalf (z : ℝ) : ℝ := -z / 2

/-- Spin-orbit energy of one electron in the spinor `π₃/₂`. -/
def eThreeHalves (z : ℝ) : ℝ := z / 2
```

Their sum is the $\Omega=1$ level. It is kept as a named quantity, although it equals zero, so that the final statement compares two levels.

```lean
/-- The `Ω = 1` level of `π²`, with one electron in each kind of spinor; the repulsion energy
of `³Σ⁻` is the zero of energy. -/
def omegaOneLevel (z : ℝ) : ℝ := eHalf z + eThreeHalves z
```

The next two definitions are $H$ in the spinor pairs and its form in the terms.

```lean
/-- The `Ω = 0⁺` Hamiltonian in the basis of the closed pairs `(π₁/₂)²` and `(π₃/₂)²`:
spinor energies on the diagonal, plus the electron repulsion with parameter `D`. -/
def spinorHamiltonian (D z : ℝ) : Matrix (Fin 2) (Fin 2) ℝ :=
  !![2 * eHalf z, 0; 0, 2 * eThreeHalves z] + (D / 2) • !![1, -1; -1, 1]

/-- The `Ω = 0⁺` Hamiltonian in the basis `³Σ⁻`, `¹Σ⁺`: the terms are separated by `D` and
coupled by the spin-orbit parameter `z`. -/
def termHamiltonian (D z : ℝ) : Matrix (Fin 2) (Fin 2) ℝ := !![0, z; z, D]
```

The columns of `rotation` are $t$ and $s$.

```lean
/-- The change of basis whose columns are the two terms expanded in the closed spinor pairs. -/
def rotation : Matrix (Fin 2) (Fin 2) ℝ := (Real.sqrt 2)⁻¹ • !![1, -1; 1, 1]
```

A level is a real eigenvalue with a nonzero real eigenvector. For a real symmetric matrix this includes every eigenvalue, without its multiplicity.

```lean
/-- The energy levels of a two-state Hamiltonian: its eigenvalues with nonzero eigenvectors. -/
def levels (H : Matrix (Fin 2) (Fin 2) ℝ) : Set ℝ :=
  {E | ∃ v : Fin 2 → ℝ, v ≠ 0 ∧ H *ᵥ v = E • v}
```

The depth $x$ is `depth D z`.

```lean
/-- The closed form `√(z² + (D/2)²) - D/2` for the depth of the lower `0⁺` level. -/
def depth (D z : ℝ) : ℝ := Real.sqrt (z ^ 2 + (D / 2) ^ 2) - D / 2
```

These definitions postulate the matrix elements. The step left to physics is that the molecular Hamiltonian reduces to them: one configuration, the same spatial $\pi$ orbital in both spinors, no admixture of $\sigma$ character into $\pi_{1/2}$ or of $\delta$ character into $\pi_{3/2}$, and no direct spin–spin coupling, which would by itself separate $\Omega=0^+$ from $\Omega=1$.

## The rotation and the secular equation

The first theorem states that the rotation is orthogonal and turns one matrix into the other. The lemma `hr` combines the two factors $1/\sqrt2$ into $1/2$; the four entries are then checked one by one.

```lean
/-- The change of basis is orthogonal and carries the spinor-pair Hamiltonian into the
Hamiltonian of the coupled terms. -/
theorem spinor_similar_term (D z : ℝ) :
    rotationᵀ * rotation = 1 ∧
      rotationᵀ * spinorHamiltonian D z * rotation = termHamiltonian D z := by
  have hr : (Real.sqrt 2)⁻¹ * (Real.sqrt 2)⁻¹ = 1 / 2 := by
    rw [← mul_inv, Real.mul_self_sqrt (by norm_num)]
    norm_num
  -- the two normalisation factors combine to one half
  constructor
  · simp only [rotation, Matrix.transpose_smul, Matrix.smul_mul, Matrix.mul_smul, smul_smul, hr]
    ext i j
    fin_cases i <;> fin_cases j <;>
      norm_num [Matrix.mul_apply, Fin.sum_univ_succ]
  · simp only [rotation, Matrix.transpose_smul, Matrix.smul_mul, Matrix.mul_smul, smul_smul, hr]
    ext i j
    fin_cases i <;> fin_cases j <;>
      simp [spinorHamiltonian, termHamiltonian, eHalf, eThreeHalves, Matrix.mul_apply,
        Fin.sum_univ_succ] <;> ring
```

For the secular equation, `hM` writes $Hv-Ev$ as one matrix acting on $v$, and `hdet` evaluates its determinant. Mathlib's criterion that a nonzero vector is annihilated exactly when the determinant vanishes supplies the equivalence.

```lean
/-- The secular equation: `E` is an `Ω = 0⁺` level exactly when `E² - D E - z² = 0`. -/
theorem mem_levels_iff (D z E : ℝ) :
    E ∈ levels (spinorHamiltonian D z) ↔ E ^ 2 - D * E - z ^ 2 = 0 := by
  have hM : ∀ v : Fin 2 → ℝ, !![-z + D / 2 - E, -(D / 2); -(D / 2), z + D / 2 - E] *ᵥ v
      = spinorHamiltonian D z *ᵥ v - E • v := by
    intro v
    ext i
    fin_cases i <;>
      simp [spinorHamiltonian, eHalf, eThreeHalves, Matrix.mulVec, dotProduct,
        Fin.sum_univ_succ] <;> ring
  have hdet : (!![-z + D / 2 - E, -(D / 2); -(D / 2), z + D / 2 - E]).det
      = E ^ 2 - D * E - z ^ 2 := by
    rw [Matrix.det_fin_two_of]
    ring
  -- a nonzero eigenvector exists exactly when the secular determinant vanishes
  rw [← hdet, ← Matrix.exists_mulVec_eq_zero_iff]
  constructor
  · rintro ⟨v, hv, h⟩
    exact ⟨v, hv, by rw [hM, h, sub_self]⟩
  · rintro ⟨v, hv, h⟩
    exact ⟨v, hv, sub_eq_zero.mp (by rw [← hM, h])⟩
```

## The lowest level

The relation $x^2+Dx=z^2$ follows from the square of the square root.

```lean
/-- The depth `x` obeys `x² + D x = z²`. -/
theorem depth_equation (D z : ℝ) : depth D z ^ 2 + D * depth D z = z ^ 2 := by
  have h := Real.sq_sqrt (show 0 ≤ z ^ 2 + (D / 2) ^ 2 by positivity)
  unfold depth
  linear_combination h
```

`IsLeast` says that the stated energy is a level and that no level lies below it. The first half substitutes $E=-x$ into the secular equation. The second uses the factorisation `hf` and treats each root in turn. No signs of `D` and `z` are needed.

```lean
/-- The lowest `Ω = 0⁺` level is the `Ω = 1` level minus the depth. -/
theorem lowest_level (D z : ℝ) :
    IsLeast (levels (spinorHamiltonian D z)) (omegaOneLevel z - depth D z) := by
  have h0 : omegaOneLevel z = 0 := by
    unfold omegaOneLevel eHalf eThreeHalves
    ring
  have hx := depth_equation D z
  have hs : 0 ≤ depth D z + D / 2 := by
    have := Real.sqrt_nonneg (z ^ 2 + (D / 2) ^ 2)
    unfold depth
    linarith
  rw [h0]
  constructor
  · rw [mem_levels_iff]
    linear_combination hx
  · intro E hE
    rw [mem_levels_iff] at hE
    -- the secular polynomial factorises over the two levels
    have hf : (E + depth D z) * (E - D - depth D z) = 0 := by
      linear_combination hE - hx
    rcases mul_eq_zero.mp hf with h | h <;> linarith
```

## Bounds for weak and strong coupling

Here both parameters are positive. `h1` and `h2` are the two upper bounds, `h3` is the rearranged quadratic, and `h4` inserts the upper bound into it.

```lean
/-- For `z, D > 0` the depth is positive, smaller than both `z` and the second-order value
`z²/D`, and larger than `z²/D - z⁴/D³`. -/
theorem depth_bounds {D z : ℝ} (hD : 0 < D) (hz : 0 < z) :
    0 < depth D z ∧ z ^ 2 / D - z ^ 4 / D ^ 3 < depth D z ∧
      depth D z < min z (z ^ 2 / D) := by
  have heq := depth_equation D z
  have hx : 0 < depth D z := by
    have : D / 2 < Real.sqrt (z ^ 2 + (D / 2) ^ 2) :=
      Real.lt_sqrt_of_sq_lt (by linarith [pow_pos hz 2])
    unfold depth
    linarith
  have h1 : depth D z < z :=
    lt_of_pow_lt_pow_left₀ 2 hz.le (by linarith [mul_pos hD hx])
  have h2 : depth D z < z ^ 2 / D := by
    rw [lt_div_iff₀ hD]
    linarith [pow_pos hx 2]
  refine ⟨hx, ?_, lt_min h1 h2⟩
  -- insert the upper bound into x = z²/D - x²/D
  have h3 : depth D z = z ^ 2 / D - depth D z ^ 2 / D := by
    rw [← sub_div, eq_div_iff hD.ne']
    linear_combination heq
  have h4 : depth D z ^ 2 / D < (z ^ 2 / D) ^ 2 / D := by gcongr
  have h5 : z ^ 4 / D ^ 3 = (z ^ 2 / D) ^ 2 / D := by ring
  linarith
```

In the strong-coupling estimate, the lower bound is proved by contradiction: $r<z$ would make $(z-r)(z+r)=-D^2/4$ positive. The upper bound comes from $(r-z)^2\ge0$, as above.

```lean
/-- For `z > 0` the depth exceeds `z - D/2` by at least zero and at most `D²/(8z)`. -/
theorem strong_coupling_bounds (D : ℝ) {z : ℝ} (hz : 0 < z) :
    0 ≤ depth D z - z + D / 2 ∧ depth D z - z + D / 2 ≤ D ^ 2 / (8 * z) := by
  have heq := depth_equation D z
  have hs : 0 ≤ depth D z + D / 2 := by
    have := Real.sqrt_nonneg (z ^ 2 + (D / 2) ^ 2)
    unfold depth
    linarith
  constructor
  · by_contra h
    have h1 : 0 < z - (depth D z + D / 2) := by linarith [not_le.mp h]
    have h2 : 0 < z + (depth D z + D / 2) := by linarith
    nlinarith [mul_pos h1 h2, sq_nonneg D]
  · rw [le_div_iff₀ (by positivity)]
    nlinarith [sq_nonneg (depth D z + D / 2 - z)]
```

The main theorem fixes $D>0$, gives the level and its bounds for every $z>0$, and adds the limit. `Tendsto … atTop (𝓝 0)` means convergence to zero as $z\to\infty$; the proof squeezes the remainder between $0$ and $D^2/(8z)$.

```lean
/-- For `D > 0`, at every `z > 0` the lowest `Ω = 0⁺` level of `π²` lies a depth `x > 0` below
the `Ω = 1` level, with `z²/D - z⁴/D³ < x < min(z, z²/D)`; as `z` grows, `x - z + D/2` tends
to zero. -/
theorem zero_plus_below_one {D : ℝ} (hD : 0 < D) :
    (∀ z : ℝ, 0 < z →
      IsLeast (levels (spinorHamiltonian D z)) (omegaOneLevel z - depth D z) ∧
      0 < depth D z ∧ z ^ 2 / D - z ^ 4 / D ^ 3 < depth D z ∧
      depth D z < min z (z ^ 2 / D)) ∧
    Tendsto (fun z => depth D z - z + D / 2) atTop (𝓝 0) := by
  refine ⟨fun z hz => ⟨lowest_level D z, depth_bounds hD hz⟩, ?_⟩
  have hlin : Tendsto (fun z : ℝ => 8 * z) atTop atTop :=
    tendsto_id.const_mul_atTop (by norm_num)
  have hlim : Tendsto (fun z : ℝ => D ^ 2 / (8 * z)) atTop (𝓝 0) :=
    tendsto_const_nhds.div_atTop hlin
  -- squeeze between zero and D²/(8z)
  refine tendsto_of_tendsto_of_tendsto_of_le_of_le' tendsto_const_nhds hlim ?_ ?_
  · filter_upwards [eventually_gt_atTop 0] with z hz
    exact (strong_coupling_bounds D hz).1
  · filter_upwards [eventually_gt_atTop 0] with z hz
    exact (strong_coupling_bounds D hz).2

end

end PiSquaredSpinors
```

```lean
#print axioms PiSquaredSpinors.spinor_similar_term
#print axioms PiSquaredSpinors.zero_plus_below_one
```

```
'PiSquaredSpinors.spinor_similar_term' depends on axioms: [propext, Classical.choice, Quot.sound]
'PiSquaredSpinors.zero_plus_below_one' depends on axioms: [propext, Classical.choice, Quot.sound]
```

In electronic structure, $x$ is the zero-field splitting of a $^3\Sigma^-$ ground state, as in the heavier group-15 hydrides, within this single-configuration model with fixed $D$ and $z$.
